# The squared truncation error of a Jaynes–Cummings state with Poissonian block weights is a constant Poisson tail

## Excitation blocks and their weights

A two-level atom with states $|g\rangle, |e\rangle$ is coupled to one field mode with photon number states $|n\rangle$. The Jaynes–Cummings interaction exchanges one photon for one atomic excitation, so it mixes only the two states of an excitation block,

$$|e,n\rangle,\quad |g,n+1\rangle,\qquad n=0,1,2,\dots$$

The joint state is a sequence of amplitude pairs $v_n\in\mathbb C^2$, in this order of basis states. The state $|g,0\rangle$ belongs to no block and has zero amplitude here. We set $\hbar=1$ and write $\|x\|^2=|x_0|^2+|x_1|^2$ for the weight of a block. The weights are assumed to be Poissonian with parameter $\mu>0$:

$$\|v_n\|^2=p_n,\qquad p_n=e^{-\mu}\frac{\mu^n}{n!}.$$

This is the case for an excited atom in a coherent field with mean photon number $\mu$, where $v_n=(\sqrt{p_n},0)$ for a positive field amplitude. The weights sum to 1, so the state is normalised.

## Evolution that stays within the blocks

At time $t$ a unitary matrix $U_n(t)$ acts on block $n$, giving $w_n=U_n(t)v_n$. At resonance, in the interaction picture, the Hamiltonian of the block and its propagator are

$$H_n=\Omega_n\begin{pmatrix}0&1\\1&0\end{pmatrix},\qquad
U_n(t)=\begin{pmatrix}\cos\Omega_nt&-i\sin\Omega_nt\\-i\sin\Omega_nt&\cos\Omega_nt\end{pmatrix},\qquad \Omega_n=g\sqrt{n+1},$$

with real coupling $g$. Writing $X$ for the matrix in $H_n$, we have $X^2=1$ and $U_n=\cos\Omega_nt-iX\sin\Omega_nt$. Therefore

$$\dot U_n=\Omega_n(-\sin\Omega_nt-iX\cos\Omega_nt)=-iH_nU_n,\qquad U_nU_n^\dagger=\cos^2\Omega_nt+\sin^2\Omega_nt=1.$$

The error result needs only unitarity, so detuning or a time-dependent coupling is allowed as long as the blocks stay separate. Counter-rotating terms, an external drive and photon loss connect different blocks and are not covered.

## The error of a cutoff at block N

Truncation keeps the blocks $n<N$ and sets the others to zero. Write $w^{(N)}$ for the truncated evolved state and $T_N=\sum_{k\ge0}p_{k+N}$ for the Poisson tail. At every time,

$$\sum_n\|w_n-w^{(N)}_n\|^2=T_N,$$

and if $\mu\le N$, then

$$T_N\le e^{-\mu}\left(\frac{e\mu}{N}\right)^N.$$

For a simulation of this single-mode, lossless model, the cutoff can thus be chosen once from $\mu$ and the tolerated error, whatever the duration of the run. For $N\ge1$, the kept blocks require photon states up to $|N\rangle$, because block $N-1$ contains $|g,N\rangle$. A product basis with these photon states also contains $|e,N\rangle$, but not its partner $|g,N+1\rangle$. The initial amplitude of $|e,N\rangle$ must then be set to zero; otherwise the error can vary in time and exceed $T_N$.

The truncated state is not renormalised; its squared norm is $1-T_N$. If it is rescaled to norm 1, for $N\ge1$, its overlap with the full state is $\sqrt{1-T_N}$ and the squared distance becomes $2-2\sqrt{1-T_N}$.

## From unitarity to the Poisson tail

A unitary matrix preserves the weight of its block:

$$\|U_nv_n\|^2=v_n^\dagger U_n^\dagger U_nv_n=v_n^\dagger v_n=p_n.$$

Now let $\varphi$ be any state with $\varphi_n=0$ for $n\ge N$. From block $N$ onwards the difference $w_n-\varphi_n$ is $w_n$ itself, so

$$\sum_n\|w_n-\varphi_n\|^2=\sum_{n<N}\|w_n-\varphi_n\|^2+T_N.$$

The series converges because the Poisson series does. For $\varphi=w^{(N)}$ the finite sum vanishes, which leaves $T_N$. For any other $\varphi$ of this kind the finite sum is non-negative, so none lies closer to $w$. At $N=0$ the truncated state is zero and the error is the full weight, 1.

Truncation also commutes with the evolution, since $U_n0=0$. Evolving only the kept blocks therefore produces exactly $w^{(N)}$.

## Bounding the tail

Let $0<\mu\le N$. For every $k\ge0$ we have $\mu^k\le N^k$, and so

$$\mu^{k+N}=\mu^N\mu^k\le\mu^NN^k=\left(\frac{\mu}{N}\right)^NN^{k+N}.$$

Dividing by $(k+N)!$, multiplying by $e^{-\mu}$ and summing over $k$ gives

$$T_N\le e^{-\mu}\left(\frac{\mu}{N}\right)^N\sum_{k\ge0}\frac{N^{k+N}}{(k+N)!}\le e^{-\mu}\left(\frac{\mu}{N}\right)^Ne^N.$$

The last step holds because the sum is part of the exponential series for $e^N$. At $N=\mu$ the bound equals 1 and says nothing; for $N>\mu$ it is below 1.

If $N\ge e^2\mu$, then $e\mu/N\le e^{-1}$, and the bound becomes $T_N\le e^{-(\mu+N)}$.

## The statement in Lean

A state has type `ℕ → Fin 2 → ℂ`: the first argument is the block index $n$, the second selects $|e,n\rangle$ or $|g,n+1\rangle$. The functions `weight`, `poisson` and `poissonTail` are $\|x\|^2$, $p_n$ and $T_N$, and `sqDist` is the squared distance summed over all blocks. The coupling energy $\Omega_n$ is called `rabi`; populations oscillate at twice this frequency.

In `truncation_error`, the hypothesis `hv` fixes the Poissonian weights and `hU` states that every `U t n` is unitary. The real number `t` is only a label: neither continuity in time nor $U_n(0)=1$ is required. The conclusion is the equality for every `N` and `t`, together with the bound under `μ ≤ N`.

The type does not force a state to be square-summable, and Lean gives a divergent infinite sum the value 0. For this reason `sqDist_split` includes convergence of the distance series in its conclusion.

The theorem `truncation_error_witness` shows that the excited atom in a coherent field, evolved by the resonant propagator, satisfies both hypotheses. That this propagator solves the Schrödinger equation is `jcPropagator_schrodinger`, stated for each matrix entry.

```lean
import Mathlib

open Matrix

namespace JaynesCummingsTruncation

noncomputable section

/-- The squared norm of the two amplitudes in one excitation block. -/
def weight (x : Fin 2 → ℂ) : ℝ := ∑ i, Complex.normSq (x i)

/-- The Poisson probability of `n` photons at mean photon number `μ`. -/
def poisson (μ : ℝ) (n : ℕ) : ℝ := Real.exp (-μ) * (μ ^ n / (n.factorial : ℝ))

/-- The Poisson probability of finding `N` or more photons. -/
def poissonTail (μ : ℝ) (N : ℕ) : ℝ := ∑' k : ℕ, poisson μ (k + N)

/-- Evolution that acts on each excitation block by its own matrix. -/
def evolve (U : ℕ → Matrix (Fin 2) (Fin 2) ℂ) (v : ℕ → Fin 2 → ℂ) : ℕ → Fin 2 → ℂ :=
  fun n => U n *ᵥ v n

/-- The state with only the blocks `n < N` kept. -/
def truncate (N : ℕ) (v : ℕ → Fin 2 → ℂ) : ℕ → Fin 2 → ℂ :=
  fun n => if n < N then v n else 0

/-- The squared Hilbert-space distance, summed over all blocks. -/
def sqDist (v w : ℕ → Fin 2 → ℂ) : ℝ := ∑' n, weight (v n - w n)

/-- The coupling energy `g √(n+1)` of block `n`, with `ħ = 1`. -/
def rabi (g : ℝ) (n : ℕ) : ℝ := g * Real.sqrt (n + 1)

/-- The resonant Jaynes-Cummings interaction in the basis `|e,n⟩`, `|g,n+1⟩`. -/
def jcBlock (g : ℝ) (n : ℕ) : Matrix (Fin 2) (Fin 2) ℂ :=
  !![0, (rabi g n : ℂ); (rabi g n : ℂ), 0]

/-- The matrix of resonant Rabi oscillations in block `n` at time `t`. -/
def jcPropagator (g : ℝ) (n : ℕ) (t : ℝ) : Matrix (Fin 2) (Fin 2) ℂ :=
  !![((Real.cos (rabi g n * t) : ℝ) : ℂ), -Complex.I * ((Real.sin (rabi g n * t) : ℝ) : ℂ);
     -Complex.I * ((Real.sin (rabi g n * t) : ℝ) : ℂ), ((Real.cos (rabi g n * t) : ℝ) : ℂ)]

/-- An excited atom and a coherent field with amplitude `√μ`, for `μ ≥ 0`, written in blocks. -/
def excitedCoherent (μ : ℝ) (n : ℕ) : Fin 2 → ℂ :=
  ![((Real.sqrt (poisson μ n) : ℝ) : ℂ), 0]

/-- A unitary matrix preserves the weight of a block. -/
theorem weight_unitary {A : Matrix (Fin 2) (Fin 2) ℂ}
    (hA : A ∈ Matrix.unitaryGroup (Fin 2) ℂ) (x : Fin 2 → ℂ) :
    weight (A *ᵥ x) = weight x := by
  have key : ∀ y : Fin 2 → ℂ, ((weight y : ℝ) : ℂ) = star y ⬝ᵥ y := by
    intro y
    simp [weight, dotProduct, Complex.normSq_eq_conj_mul_self]
  have h : Aᴴ * A = 1 := Matrix.mem_unitaryGroup_iff'.mp hA
  apply Complex.ofReal_injective
  rw [key, key, Matrix.star_mulVec, Matrix.dotProduct_mulVec, Matrix.vecMul_vecMul, h,
    Matrix.vecMul_one]

/-- Truncating before the evolution gives the same state as truncating after it. -/
theorem evolve_truncate (U : ℕ → Matrix (Fin 2) (Fin 2) ℂ) (v : ℕ → Fin 2 → ℂ) (N : ℕ) :
    evolve U (truncate N v) = truncate N (evolve U v) := by
  funext n
  by_cases h : n < N <;> simp [evolve, truncate, h]

/-- For a state with Poissonian block weights and a state without blocks `n ≥ N`, the distance
series converges, and its sum is the mismatch in the blocks `n < N` plus the Poisson tail. -/
theorem sqDist_split {μ : ℝ} {w φ : ℕ → Fin 2 → ℂ} {N : ℕ}
    (hw : ∀ n, weight (w n) = poisson μ n) (hφ : ∀ n, N ≤ n → φ n = 0) :
    Summable (fun n => weight (w n - φ n)) ∧
    sqDist w φ = ∑ n ∈ Finset.range N, weight (w n - φ n) + poissonTail μ N := by
  have tail_eq : ∀ k, weight (w (k + N) - φ (k + N)) = poisson μ (k + N) := by
    intro k
    rw [hφ _ (Nat.le_add_left N k), sub_zero, hw]
  have hp : Summable (poisson μ) :=
    (Real.summable_pow_div_factorial μ).mul_left (Real.exp (-μ))
  have hs : Summable (fun n => weight (w n - φ n)) := by
    refine (summable_nat_add_iff N).1 ?_
    simpa only [tail_eq] using (summable_nat_add_iff N).2 hp
  have h := hs.sum_add_tsum_nat_add N
  simp only [tail_eq] at h
  exact ⟨hs, h.symm⟩

/-- For `0 < μ ≤ N` the Poisson tail is at most `exp(-μ) (e μ / N)^N`. -/
theorem poissonTail_le {μ : ℝ} {N : ℕ} (hμ : 0 < μ) (hN : μ ≤ N) :
    poissonTail μ N ≤ Real.exp (-μ) * (Real.exp 1 * μ / N) ^ N := by
  have hN0 : (0 : ℝ) < N := lt_of_lt_of_le hμ hN
  have hs := Real.summable_pow_div_factorial (N : ℝ)
  have hs' : Summable (fun k : ℕ => (N : ℝ) ^ (k + N) / ((k + N).factorial : ℝ)) :=
    (summable_nat_add_iff N).2 hs
  have hp : Summable (fun k : ℕ => poisson μ (k + N)) :=
    (summable_nat_add_iff N).2
      ((Real.summable_pow_div_factorial μ).mul_left (Real.exp (-μ)))
  -- the tail of the exponential series at N is at most the whole series
  have hexp : ∑' k : ℕ, (N : ℝ) ^ (k + N) / ((k + N).factorial : ℝ) ≤ Real.exp N := by
    have h : ∑ n ∈ Finset.range N, (N : ℝ) ^ n / (n.factorial : ℝ)
        + ∑' k : ℕ, (N : ℝ) ^ (k + N) / ((k + N).factorial : ℝ)
        = ∑' n : ℕ, (N : ℝ) ^ n / (n.factorial : ℝ) := hs.sum_add_tsum_nat_add N
    have h2 : ∑' n : ℕ, (N : ℝ) ^ n / (n.factorial : ℝ) = Real.exp N := by
      rw [Real.exp_eq_exp_ℝ, NormedSpace.exp_eq_tsum_div]
    have h3 : 0 ≤ ∑ n ∈ Finset.range N, (N : ℝ) ^ n / (n.factorial : ℝ) :=
      Finset.sum_nonneg (fun _ _ => by positivity)
    linarith
  -- termwise comparison, which rests on μ^k ≤ N^k
  have term : ∀ k : ℕ, poisson μ (k + N) ≤
      Real.exp (-μ) * (μ / N) ^ N * ((N : ℝ) ^ (k + N) / ((k + N).factorial : ℝ)) := by
    intro k
    have e : (μ / N) ^ N * (N : ℝ) ^ (k + N) = μ ^ N * (N : ℝ) ^ k := by
      rw [div_pow, pow_add]
      field_simp
    have hk : μ ^ (k + N) ≤ (μ / N) ^ N * (N : ℝ) ^ (k + N) := by
      rw [e, pow_add, mul_comm]
      gcongr
    calc poisson μ (k + N)
        = Real.exp (-μ) * (μ ^ (k + N) / ((k + N).factorial : ℝ)) := rfl
      _ ≤ Real.exp (-μ) * ((μ / N) ^ N * (N : ℝ) ^ (k + N) / ((k + N).factorial : ℝ)) := by
          gcongr
      _ = _ := by rw [mul_div_assoc, mul_assoc]
  have hE : Real.exp (N : ℝ) = Real.exp 1 ^ N := by
    rw [← Real.exp_nat_mul, mul_one]
  have e2 : Real.exp 1 * μ / N = μ / N * Real.exp 1 := by ring
  calc poissonTail μ N
      ≤ ∑' k : ℕ, Real.exp (-μ) * (μ / N) ^ N *
          ((N : ℝ) ^ (k + N) / ((k + N).factorial : ℝ)) :=
        Summable.tsum_le_tsum term hp (hs'.mul_left _)
    _ = Real.exp (-μ) * (μ / N) ^ N *
          ∑' k : ℕ, (N : ℝ) ^ (k + N) / ((k + N).factorial : ℝ) := tsum_mul_left
    _ ≤ Real.exp (-μ) * (μ / N) ^ N * Real.exp N :=
        mul_le_mul_of_nonneg_left hexp (by positivity)
    _ = _ := by rw [hE, e2, mul_pow, mul_assoc]

/-- If the initial block weights are Poissonian with `μ > 0` and every block evolves unitarily, then
at every time the squared truncation error of the evolved state equals the Poisson tail, and for `μ
≤ N` it is at most `exp(-μ) (e μ / N)^N`. -/
theorem truncation_error {μ : ℝ} (hμ : 0 < μ) {v : ℕ → Fin 2 → ℂ}
    (hv : ∀ n, weight (v n) = poisson μ n) {U : ℝ → ℕ → Matrix (Fin 2) (Fin 2) ℂ}
    (hU : ∀ t n, U t n ∈ Matrix.unitaryGroup (Fin 2) ℂ) (N : ℕ) (t : ℝ) :
    sqDist (evolve (U t) v) (truncate N (evolve (U t) v)) = poissonTail μ N ∧
    (μ ≤ N → sqDist (evolve (U t) v) (truncate N (evolve (U t) v)) ≤
      Real.exp (-μ) * (Real.exp 1 * μ / N) ^ N) := by
  have hw : ∀ n, weight (evolve (U t) v n) = poisson μ n := fun n =>
    (weight_unitary (hU t n) (v n)).trans (hv n)
  have h : sqDist (evolve (U t) v) (truncate N (evolve (U t) v)) = poissonTail μ N := by
    have hφ : ∀ n, N ≤ n → truncate N (evolve (U t) v) n = 0 :=
      fun n hn => if_neg (not_lt_of_ge hn)
    rw [(sqDist_split hw hφ).2]
    -- the blocks below the cutoff agree exactly
    have h0 : ∑ n ∈ Finset.range N,
        weight (evolve (U t) v n - truncate N (evolve (U t) v) n) = 0 := by
      refine Finset.sum_eq_zero (fun n hn => ?_)
      simp [truncate, Finset.mem_range.mp hn, weight]
    rw [h0, zero_add]
  exact ⟨h, fun hN => h.le.trans (poissonTail_le hμ hN)⟩

/-- The squared distance from a state with Poissonian block weights to any state without blocks `n ≥
N` is at least the Poisson tail. -/
theorem truncation_optimal {μ : ℝ} {w φ : ℕ → Fin 2 → ℂ} {N : ℕ}
    (hw : ∀ n, weight (w n) = poisson μ n) (hφ : ∀ n, N ≤ n → φ n = 0) :
    poissonTail μ N ≤ sqDist w φ := by
  rw [(sqDist_split hw hφ).2]
  exact le_add_of_nonneg_left (Finset.sum_nonneg fun n _ =>
    Finset.sum_nonneg fun i _ => Complex.normSq_nonneg _)

/-- With a cutoff `N ≥ e² μ` the Poisson tail is at most `exp(-(μ + N))`. -/
theorem cutoff_rule {μ : ℝ} {N : ℕ} (hμ : 0 < μ) (hN : Real.exp 2 * μ ≤ N) :
    poissonTail μ N ≤ Real.exp (-(μ + N)) := by
  have h1 : μ ≤ N := by nlinarith [Real.add_one_le_exp (2 : ℝ)]
  have hN0 : (0 : ℝ) < N := lt_of_lt_of_le hμ h1
  have h2 : Real.exp 1 * μ / N ≤ Real.exp (-1) := by
    rw [div_le_iff₀ hN0]
    have e : Real.exp 1 = Real.exp (-1) * Real.exp 2 := by
      rw [← Real.exp_add]
      norm_num
    rw [e, mul_assoc]
    exact mul_le_mul_of_nonneg_left hN (Real.exp_pos _).le
  calc poissonTail μ N ≤ Real.exp (-μ) * (Real.exp 1 * μ / N) ^ N := poissonTail_le hμ h1
    _ ≤ Real.exp (-μ) * Real.exp (-1) ^ N :=
        mul_le_mul_of_nonneg_left (pow_le_pow_left₀ (by positivity) h2 N) (Real.exp_pos _).le
    _ = Real.exp (-(μ + N)) := by
        rw [← Real.exp_nat_mul, ← Real.exp_add]
        congr 1
        ring

/-- The Rabi-oscillation matrix obeys the Schrödinger equation of the resonant
Jaynes-Cummings block, entry by entry. -/
theorem jcPropagator_schrodinger (g : ℝ) (n : ℕ) (t : ℝ) (i j : Fin 2) :
    HasDerivAt (fun s => jcPropagator g n s i j)
      (-Complex.I * (jcBlock g n * jcPropagator g n t) i j) t := by
  have hlin : HasDerivAt (fun s : ℝ => rabi g n * s) (rabi g n) t := by
    simpa using (hasDerivAt_id t).const_mul (rabi g n)
  have hc := hlin.cos.ofReal_comp
  have hs := hlin.sin.ofReal_comp.const_mul (-Complex.I)
  have diag : ((-Real.sin (rabi g n * t) * rabi g n : ℝ) : ℂ) = -Complex.I *
      ((rabi g n : ℂ) * (-Complex.I * ((Real.sin (rabi g n * t) : ℝ) : ℂ))) := by
    rw [Complex.ofReal_mul, Complex.ofReal_neg]
    linear_combination
      (-(rabi g n : ℂ) * ((Real.sin (rabi g n * t) : ℝ) : ℂ)) * Complex.I_sq
  have off : -Complex.I * ((Real.cos (rabi g n * t) * rabi g n : ℝ) : ℂ) =
      -Complex.I * ((rabi g n : ℂ) * ((Real.cos (rabi g n * t) : ℝ) : ℂ)) := by
    rw [Complex.ofReal_mul]
    ring
  have prod : jcBlock g n * jcPropagator g n t =
      !![(rabi g n : ℂ) * (-Complex.I * ((Real.sin (rabi g n * t) : ℝ) : ℂ)),
         (rabi g n : ℂ) * ((Real.cos (rabi g n * t) : ℝ) : ℂ);
         (rabi g n : ℂ) * ((Real.cos (rabi g n * t) : ℝ) : ℂ),
         (rabi g n : ℂ) * (-Complex.I * ((Real.sin (rabi g n * t) : ℝ) : ℂ))] := by
    simp [jcBlock, jcPropagator]
  rw [prod]
  fin_cases i <;> fin_cases j
  · exact hc.congr_deriv diag
  · exact hs.congr_deriv off
  · exact hs.congr_deriv off
  · exact hc.congr_deriv diag

/-- An excited atom in a coherent field has Poissonian block weights, and the resonant
Jaynes-Cummings propagator is unitary in every block at every time. -/
theorem truncation_error_witness (g : ℝ) {μ : ℝ} (hμ : 0 < μ) :
    (∀ n, weight (excitedCoherent μ n) = poisson μ n) ∧
    ∀ t n, jcPropagator g n t ∈ Matrix.unitaryGroup (Fin 2) ℂ := by
  constructor
  · intro n
    have h : 0 ≤ poisson μ n := by
      unfold poisson
      positivity
    simp [weight, excitedCoherent, Fin.sum_univ_two, Complex.normSq_ofReal,
      Real.mul_self_sqrt h]
  · intro t n
    have h := Real.sin_sq_add_cos_sq (rabi g n * t)
    unfold jcPropagator
    -- only sin² + cos² = 1 matters from here on
    generalize Real.sin (rabi g n * t) = s at *
    generalize Real.cos (rabi g n * t) = c at *
    rw [Matrix.mem_unitaryGroup_iff]
    ext i j
    fin_cases i <;> fin_cases j <;>
      simp [Matrix.mul_apply, Fin.sum_univ_two, Matrix.star_eq_conjTranspose,
        Complex.ext_iff] <;> nlinarith [h]

end

end JaynesCummingsTruncation
```

```lean
#print axioms JaynesCummingsTruncation.truncation_error
-- 'JaynesCummingsTruncation.truncation_error' depends on axioms: [propext, Classical.choice, Quot.sound]
#print axioms JaynesCummingsTruncation.truncation_optimal
-- 'JaynesCummingsTruncation.truncation_optimal' depends on axioms: [propext, Classical.choice, Quot.sound]
#print axioms JaynesCummingsTruncation.cutoff_rule
-- 'JaynesCummingsTruncation.cutoff_rule' depends on axioms: [propext, Classical.choice, Quot.sound]
#print axioms JaynesCummingsTruncation.jcPropagator_schrodinger
-- 'JaynesCummingsTruncation.jcPropagator_schrodinger' depends on axioms: [propext, Classical.choice, Quot.sound]
```

## How the proof follows the derivation

**Block weights.** In `weight_unitary`, the auxiliary statement `key` writes the weight as the complex inner product $y^\dagger y$. The rewriting steps then move the matrix across the product until $A^\dagger A$ appears, which `h` replaces by 1.

**Splitting the distance.** In `sqDist_split`, `tail_eq` identifies the terms from block $N$ onwards with Poisson probabilities. Convergence of a series does not depend on its first $N$ terms, which is the content of `summable_nat_add_iff`, so the distance series inherits convergence from the Poisson series. The lemma `sum_add_tsum_nat_add` then separates the finite sum from the tail.

**The tail bound.** In `poissonTail_le`, `term` is the comparison based on $\mu^k\le N^k$, and `hexp` bounds the tail of the exponential series by $e^N$. The closing `calc` sums the comparison with `Summable.tsum_le_tsum`, takes out the constant factor and inserts `hexp`.

**The main theorem.** `truncation_error` first obtains the weights of the evolved state from `weight_unitary`. It then applies `sqDist_split` with the truncated state as $\varphi$, and `h0` shows that the finite sum is zero. The second half of the conclusion follows from `poissonTail_le`.

**Optimality and cutoff.** `truncation_optimal` uses the same splitting and discards the non-negative finite sum. `cutoff_rule` derives $\mu\le N$ from $e^2\ge3$, shows $e\mu/N\le e^{-1}$ in `h2`, and raises this to the power $N$. The commutation in `evolve_truncate` is checked separately for $n<N$ and $n\ge N$.

**The resonant propagator.** In `jcPropagator_schrodinger`, `hc` and `hs` are the derivatives of the cosine and sine entries, and `prod` is the matrix product $H_nU_n$. The identities `diag` and `off` match the two sides, with $i^2=-1$ entering on the diagonal. For unitarity, `truncation_error_witness` replaces the sine and cosine by numbers $s$ and $c$ with $s^2+c^2=1$ and checks the four entries of $U_nU_n^\dagger$.
